# Open SSH fragments of all lengths share a gap around zero energy exactly when the cut bonds are the weaker ones

## Cells, bonds and levels

Each cell j of the chain has two sites, A_j and B_j, with one orbital per site and on-site energy zero. The real hopping v joins A_j to B_j inside a cell, and the real hopping w joins B_j to A_(j+1) in the next cell. A fragment consists of whole cells with open ends, so cutting it out of a longer chain removes w bonds. The signs of v and w are arbitrary; only |v| and |w| matter below.

The electrons are non-interacting and the bonds are fixed. The lattice distortion that produces the bond alternation in the full Su–Schrieffer–Heeger model is not treated, and no topological invariant is used.

In Lean 4 with Mathlib:

```lean
import Mathlib

open Matrix

namespace SSHFragment

noncomputable section
```

The A–B block of the Hamiltonian has entry v when the cell indices agree and w when the A cell follows the B cell. Cells are counted from 0, as `Fin n` does.

```lean
/-- Hopping amplitude between site A of cell `i` and site B of cell `j`:
`v` inside a cell, `w` from B of a cell to A of the next one. -/
def bond {n : ℕ} (v w : ℝ) (i j : Fin n) : ℝ :=
  (if i = j then v else 0) + (if i.val = j.val + 1 then w else 0)
```

There is no A–A or B–B hopping, so with D denoting that block

H = [ 0 D ; Dᵀ 0 ].

In `sshH n v w`, the number n counts cells, and the matrix has 2n rows. `Sum.inl i` is the site A_i and `Sum.inr i` is the site B_i. In code this is the usual tight-binding matrix with the sites grouped by sublattice.

```lean
/-- Hamiltonian of the open SSH chain with `n` cells; `Sum.inl` labels the A sites and
`Sum.inr` the B sites. -/
def sshH (n : ℕ) (v w : ℝ) : Matrix (Fin n ⊕ Fin n) (Fin n ⊕ Fin n) ℝ :=
  Matrix.fromBlocks 0 (Matrix.of (bond v w)) (Matrix.of (bond v w))ᵀ 0
```

An energy level is a real number e with Hψ = eψ for some ψ ≠ 0. Real amplitudes suffice because H is real and symmetric.

```lean
/-- The number `e` is an energy level of the real matrix `A`: it has a nonzero eigenvector. -/
def IsLevel {ι : Type*} [Fintype ι] (A : Matrix ι ι ℝ) (e : ℝ) : Prop :=
  ∃ ψ : ι → ℝ, ψ ≠ 0 ∧ A *ᵥ ψ = e • ψ
```

The symmetry follows from the block form and is checked entry by entry.

```lean
/-- The SSH Hamiltonian is Hermitian. -/
theorem sshH_isHermitian (n : ℕ) (v w : ℝ) : (sshH n v w).IsHermitian := by
  unfold Matrix.IsHermitian
  ext (i | i) (j | j) <;> simp [sshH, Matrix.conjTranspose_apply]
```

## The Hamiltonian acting on a site

Each site has at most two neighbours. On the A sublattice

(Hψ)(A_i) = v ψ(B_i) + w ψ(B_(i−1)),

where the second term is absent in the first cell. The proof splits the matrix-vector sum into its v and w parts and keeps the only term that can survive in each; in the first cell the w part has none.

```lean
/-- On an A site the Hamiltonian collects the B amplitude of the same cell and, except in the
first cell, that of the previous cell. -/
theorem sshH_apply_A {n : ℕ} (v w : ℝ) (ψ : Fin n ⊕ Fin n → ℝ) (i : Fin n) :
    (sshH n v w *ᵥ ψ) (Sum.inl i) = v * ψ (Sum.inr i) +
      (if _h : 0 < i.val then
        w * ψ (Sum.inr ⟨i.val - 1, lt_of_le_of_lt (Nat.sub_le _ _) i.isLt⟩) else 0) := by
  have h0 : (sshH n v w *ᵥ ψ) (Sum.inl i) = ∑ j, bond v w i j * ψ (Sum.inr j) := by
    simp [sshH, Matrix.mulVec, dotProduct, Fintype.sum_sum_type]
  rw [h0]
  simp only [bond, add_mul, Finset.sum_add_distrib, ite_mul, zero_mul]
  congr 1
  · simp
  · by_cases h : 0 < i.val
    · rw [dif_pos h, Finset.sum_eq_single
        (⟨i.val - 1, lt_of_le_of_lt (Nat.sub_le _ _) i.isLt⟩ : Fin n)]
      · exact if_pos (show i.val = i.val - 1 + 1 by omega)
      · intro j _ hj
        refine if_neg fun h' => hj (Fin.ext ?_)
        show j.val = i.val - 1
        omega
      · simp
    · rw [dif_neg h]
      exact Finset.sum_eq_zero fun j _ => if_neg (by omega)
```

On the B sublattice

(Hψ)(B_j) = v ψ(A_j) + w ψ(A_(j+1)),

where the second term is absent in the last cell. These two formulas are also what a matrix-free code would apply in place of a stored H.

```lean
/-- On a B site the Hamiltonian collects the A amplitude of the same cell and, except in the
last cell, that of the next cell. -/
theorem sshH_apply_B {n : ℕ} (v w : ℝ) (ψ : Fin n ⊕ Fin n → ℝ) (j : Fin n) :
    (sshH n v w *ᵥ ψ) (Sum.inr j) = v * ψ (Sum.inl j) +
      (if h : j.val + 1 < n then w * ψ (Sum.inl ⟨j.val + 1, h⟩) else 0) := by
  have h0 : (sshH n v w *ᵥ ψ) (Sum.inr j) = ∑ i, bond v w i j * ψ (Sum.inl i) := by
    simp [sshH, Matrix.mulVec, dotProduct, Fintype.sum_sum_type]
  rw [h0]
  simp only [bond, add_mul, Finset.sum_add_distrib, ite_mul, zero_mul]
  congr 1
  · simp
  · by_cases h : j.val + 1 < n
    · rw [dif_pos h, Finset.sum_eq_single (⟨j.val + 1, h⟩ : Fin n)]
      · exact if_pos rfl
      · intro i _ hi
        exact if_neg fun h' => hi (Fin.ext h')
      · simp
    · rw [dif_neg h]
      refine Finset.sum_eq_zero fun i _ => if_neg fun h' => ?_
      have := i.isLt
      omega
```

## A small residual forces a level near zero

Let A be a real symmetric matrix with orthonormal eigenvectors u_i and eigenvalues ε_i, and let x ≠ 0 be a trial state. With c_i = ⟨u_i, x⟩,

⟨x, x⟩ = Σ_i c_i²

⟨Ax, Ax⟩ = Σ_i ε_i² c_i².

Let ε_m be the eigenvalue of least square. Replacing every ε_i² by ε_m² can only lower the second sum, so

ε_m² ⟨x, x⟩ ≤ ⟨Ax, Ax⟩.

For a normalised state this says that some level lies within ‖Ax‖ of zero. Iterative eigensolvers use the same estimate, with A replaced by A − σ, to bound the distance from an approximate eigenvalue σ to the spectrum.

In the proof, `parseval` is the first identity, `hmove` gives ⟨u_i, Ax⟩ = ε_i c_i, and `Finite.exists_min` selects ε_m.

```lean
/-- Residual bound: for a Hermitian matrix and a nonzero trial state `x`, some level `e`
satisfies `e² ⟨x, x⟩ ≤ ⟨A x, A x⟩`. -/
theorem exists_level_le_residual {ι : Type*} [Fintype ι] [DecidableEq ι] {A : Matrix ι ι ℝ}
    (hA : A.IsHermitian) {x : ι → ℝ} (hx : x ≠ 0) :
    ∃ e, IsLevel A e ∧ e ^ 2 * (x ⬝ᵥ x) ≤ (A *ᵥ x) ⬝ᵥ (A *ᵥ x) := by
  obtain ⟨s, _⟩ := Function.ne_iff.mp hx
  have : Nonempty ι := ⟨s⟩
  let u : ι → ι → ℝ := fun i => (hA.eigenvectorBasis i).ofLp
  have hu : ∀ i, A *ᵥ u i = hA.eigenvalues i • u i := fun i => hA.mulVec_eigenvectorBasis i
  have hAt : Aᵀ = A := by
    simpa [Matrix.conjTranspose_eq_transpose_of_trivial] using hA.eq
  -- Parseval's identity in the eigenbasis
  have parseval : ∀ y : ι → ℝ, ∑ i, (u i ⬝ᵥ y) ^ 2 = y ⬝ᵥ y := by
    intro y
    have hin : ∀ i, inner ℝ (hA.eigenvectorBasis i) (WithLp.toLp 2 y) = u i ⬝ᵥ y := by
      intro i
      rw [PiLp.inner_apply]
      exact Finset.sum_congr rfl fun k _ => by simp [u, mul_comm]
    calc ∑ i, (u i ⬝ᵥ y) ^ 2
        = ∑ i, ‖inner ℝ (hA.eigenvectorBasis i) (WithLp.toLp 2 y)‖ ^ 2 := by
          simp only [hin, Real.norm_eq_abs, sq_abs]
      _ = ‖WithLp.toLp 2 y‖ ^ 2 := hA.eigenvectorBasis.sum_sq_norm_inner_right _
      _ = y ⬝ᵥ y := by
          rw [EuclideanSpace.norm_sq_eq]
          exact Finset.sum_congr rfl fun k _ => by simp [sq]
  have hmove : ∀ i, u i ⬝ᵥ (A *ᵥ x) = hA.eigenvalues i * (u i ⬝ᵥ x) := by
    intro i
    rw [Matrix.dotProduct_mulVec, ← Matrix.mulVec_transpose, hAt, hu, smul_dotProduct,
      smul_eq_mul]
  -- the level closest to zero does the job
  obtain ⟨m, hm⟩ := Finite.exists_min (fun i => hA.eigenvalues i ^ 2)
  refine ⟨hA.eigenvalues m, ⟨u m, fun h => ?_, hu m⟩, ?_⟩
  · exact hA.eigenvectorBasis.orthonormal.ne_zero m (by ext k; exact congrFun h k)
  · rw [← parseval x, ← parseval (A *ᵥ x), Finset.mul_sum]
    refine Finset.sum_le_sum fun i _ => ?_
    rw [hmove, mul_pow]
    exact mul_le_mul_of_nonneg_right (hm i) (sq_nonneg _)
```

## A geometric trial state on the A sublattice

Take n + 1 cells, numbered 0 to n, and w ≠ 0. Set q = −v/w and choose

x(A_k) = qᵏ, x(B_k) = 0.

Hx vanishes on every A site, because x has no B amplitude. On a B site before the last cell,

(Hx)(B_j) = v qʲ + w qʲ⁺¹ = qʲ (v + w q) = 0.

Only the last B site, which has no right-hand neighbour, keeps a residual:

(Hx)(B_n) = v qⁿ.

Since q² = (v/w)², the two quantities needed are

⟨x, x⟩ = Σ_(k=0..n) (v/w)²ᵏ

⟨Hx, Hx⟩ = v² (v/w)²ⁿ.

The residual bound then gives a level e with

e² Σ_(k=0..n) (v/w)²ᵏ ≤ v² (v/w)²ⁿ.

The code leaves x unnormalised; after normalisation the residual is |v| |v/w|ⁿ / √(Σ_(k=0..n) (v/w)²ᵏ). The facts `hA` and `hB` compute Hx on the two sublattices, and `hres` and `hnorm` are the two displayed quantities.

```lean
/-- An open chain of `n + 1` cells has a level `e` with `e² ∑ₖ (v/w)²ᵏ ≤ v² (v/w)²ⁿ`, the sum
running over the cells, provided `w ≠ 0`. -/
theorem exists_edge_level (n : ℕ) (v w : ℝ) (hw : w ≠ 0) :
    ∃ e, IsLevel (sshH (n + 1) v w) e ∧
      e ^ 2 * ∑ k ∈ Finset.range (n + 1), ((v / w) ^ k) ^ 2 ≤ (v * (v / w) ^ n) ^ 2 := by
  obtain ⟨q, hqd⟩ : ∃ q, q = -(v / w) := ⟨_, rfl⟩
  have hq : w * q = -v := by rw [hqd]; field_simp
  have hsq : q * q = (v / w) ^ 2 := by rw [hqd]; ring
  have hpow : ∀ k : ℕ, (q ^ k) ^ 2 = ((v / w) ^ k) ^ 2 := by
    intro k
    rw [sq, ← mul_pow, hsq, ← pow_mul, ← pow_mul, mul_comm]
  -- geometric trial state on the A sublattice
  let x : Fin (n + 1) ⊕ Fin (n + 1) → ℝ := Sum.elim (fun i => q ^ i.val) (fun _ => 0)
  have hx : x ≠ 0 := by
    intro h
    have := congrFun h (Sum.inl 0)
    simp [x] at this
  have hA : ∀ i, (sshH (n + 1) v w *ᵥ x) (Sum.inl i) = 0 := by
    intro i
    rw [sshH_apply_A]
    split_ifs <;> simp [x]
  have hB : ∀ j, (sshH (n + 1) v w *ᵥ x) (Sum.inr j) =
      if j = Fin.last n then v * q ^ n else 0 := by
    intro j
    rw [sshH_apply_B]
    by_cases h : j.val + 1 < n + 1
    · rw [dif_pos h, if_neg (by rintro rfl; simp at h)]
      simp only [x, Sum.elim_inl]
      rw [pow_succ]
      linear_combination q ^ j.val * hq
    · have hj : j = Fin.last n := Fin.ext (by
        have := j.isLt
        simp only [Fin.val_last]
        omega)
      rw [dif_neg h, if_pos hj, hj]
      simp [x]
  have hres : (sshH (n + 1) v w *ᵥ x) ⬝ᵥ (sshH (n + 1) v w *ᵥ x) = (v * q ^ n) ^ 2 := by
    simp only [dotProduct, Fintype.sum_sum_type, hA, hB, mul_zero, Finset.sum_const_zero,
      zero_add]
    rw [Finset.sum_eq_single (Fin.last n)]
    · rw [if_pos rfl, sq]
    · intro j _ hj
      rw [if_neg hj, mul_zero]
    · simp
  have hnorm : x ⬝ᵥ x = ∑ k ∈ Finset.range (n + 1), ((v / w) ^ k) ^ 2 := by
    simp only [dotProduct, Fintype.sum_sum_type, x, Sum.elim_inl, Sum.elim_inr, mul_zero,
      Finset.sum_const_zero, add_zero]
    rw [← Fin.sum_univ_eq_sum_range (fun k => ((v / w) ^ k) ^ 2)]
    exact Finset.sum_congr rfl fun i _ => by rw [← hpow, sq]
  obtain ⟨e, he, hb⟩ := exists_level_le_residual (sshH_isHermitian (n + 1) v w) hx
  refine ⟨e, he, ?_⟩
  rw [hres, hnorm, mul_pow, hpow, ← mul_pow] at hb
  exact hb
```

## An exponentially small level when strong bonds are cut

The k = 0 term of the norm sum is 1 and the others are non-negative. Dropping the others gives

|e| ≤ |v| |v/w|ⁿ.

For a fragment of N = n + 1 cells with 0 < v < w, this reads |e| ≤ v (v/w)^(N−1), which decays exponentially with length. The inequality also holds for |v| ≥ |w|, but there it gives no decay.

For |v| < |w| the trial state decays away from the left end, which is the picture of an edge state. The theorem concerns the energy: it does not describe the shape of the exact eigenvector or count the levels near zero.

```lean
/-- For `w ≠ 0`, an open chain of `n + 1` cells has a level with `|e| ≤ |v| |v/w|ⁿ`. -/
theorem exists_level_le_exponential (n : ℕ) (v w : ℝ) (hw : w ≠ 0) :
    ∃ e, IsLevel (sshH (n + 1) v w) e ∧ |e| ≤ |v| * |v / w| ^ n := by
  obtain ⟨e, he, hb⟩ := exists_edge_level n v w hw
  refine ⟨e, he, ?_⟩
  -- the first cell alone gives the trial state norm at least one
  have hS : 1 ≤ ∑ k ∈ Finset.range (n + 1), ((v / w) ^ k) ^ 2 := by
    rw [Finset.sum_range_succ']
    have : 0 ≤ ∑ k ∈ Finset.range n, ((v / w) ^ (k + 1)) ^ 2 :=
      Finset.sum_nonneg fun k _ => sq_nonneg _
    simp only [pow_zero, one_pow]
    linarith
  have h2 : e ^ 2 ≤ (v * (v / w) ^ n) ^ 2 :=
    le_trans (le_mul_of_one_le_right (sq_nonneg e) hS) hb
  have h3 := sq_le_sq.mp h2
  rwa [abs_mul, abs_pow] at h3
```

## A lower bound when weak bonds are cut

Let Hψ = eψ with ψ ≠ 0, and let s be a site where |ψ| is largest. Read the eigenvalue equation at the partner p of s in the same cell:

e ψ(p) = v ψ(s) + w t.

Here t is the amplitude on the other neighbour of p, or 0 if p is at an end of the chain. Both |ψ(p)| and |t| are at most |ψ(s)|, so

|v| |ψ(s)| ≤ |e| |ψ(p)| + |w| |t| ≤ (|e| + |w|) |ψ(s)|.

Dividing by |ψ(s)| > 0 gives

|e| ≥ |v| − |w|.

For v > w > 0 every level is therefore at least v − w away from zero, whatever the length. In the proof, `key` supplies p and t, with separate cases for the two sublattices and for the chain ends.

```lean
/-- Every level of an open chain of any length satisfies `|e| ≥ |v| - |w|`. -/
theorem gap_le_abs_level {n : ℕ} {v w e : ℝ} (he : IsLevel (sshH n v w) e) :
    |v| - |w| ≤ |e| := by
  obtain ⟨ψ, hψ, hH⟩ := he
  obtain ⟨s₀, hs₀⟩ := Function.ne_iff.mp hψ
  have : Nonempty (Fin n ⊕ Fin n) := ⟨s₀⟩
  -- the site with the largest amplitude
  obtain ⟨s, hs'⟩ := Finite.exists_max (fun s => |ψ s|)
  have hs : ∀ t, |ψ t| ≤ |ψ s| := hs'
  have hpos : 0 < |ψ s| := lt_of_lt_of_le (abs_pos.mpr hs₀) (hs s₀)
  -- the eigenvalue equation at its partner in the same cell
  have key : ∃ p t, |t| ≤ |ψ s| ∧ e * ψ p = v * ψ s + w * t := by
    rcases s with j | j
    · have h := congrFun hH (Sum.inr j)
      rw [sshH_apply_B] at h
      simp only [Pi.smul_apply, smul_eq_mul] at h
      by_cases hj : j.val + 1 < n
      · rw [dif_pos hj] at h
        exact ⟨Sum.inr j, ψ (Sum.inl ⟨j.val + 1, hj⟩), hs _, h.symm⟩
      · rw [dif_neg hj] at h
        exact ⟨Sum.inr j, 0, by simp, by linarith⟩
    · have h := congrFun hH (Sum.inl j)
      rw [sshH_apply_A] at h
      simp only [Pi.smul_apply, smul_eq_mul] at h
      by_cases hj : 0 < j.val
      · rw [dif_pos hj] at h
        exact ⟨Sum.inl j, _, hs _, h.symm⟩
      · rw [dif_neg hj] at h
        exact ⟨Sum.inl j, 0, by simp, by linarith⟩
  obtain ⟨p, t, ht, hp⟩ := key
  have h1 : |v * ψ s| ≤ |e * ψ p| + |w * t| := by
    have h2 : v * ψ s = e * ψ p - w * t := by linarith
    rw [h2]
    simpa only [Real.norm_eq_abs] using norm_sub_le (e * ψ p) (w * t)
  rw [abs_mul, abs_mul, abs_mul] at h1
  have h3 := mul_le_mul_of_nonneg_left (hs p) (abs_nonneg e)
  have h4 := mul_le_mul_of_nonneg_left ht (abs_nonneg w)
  refine le_of_mul_le_mul_right ?_ hpos
  rw [sub_mul]
  linarith
```

## One gap for all lengths

The last theorem asks for a single g > 0, chosen before the length, such that every level of every fragment with at least one cell satisfies |e| ≥ g. Such a g exists if and only if |w| < |v|.

If |w| < |v|, the lower bound supplies g = |v| − |w|.

Conversely, suppose that such a g exists although |v| ≤ |w|. If w = 0, then v = 0 as well, and a single cell has a level at zero, which is a contradiction. If w ≠ 0, then |v/w| ≤ 1, so each of the n + 1 terms in the norm sum is at least (v/w)²ⁿ. With e² ≥ g², the trial-state inequality becomes

g² (n + 1) (v/w)²ⁿ ≤ v² (v/w)²ⁿ.

The case n = 0 shows that v ≠ 0, so the common factor cancels:

(n + 1) g² ≤ v² for every n.

This fails once n exceeds v²/g². The argument includes the critical case |v| = |w|, where the exponential bound does not decay; keeping the full norm of x there gives a level with |e| ≤ |v|/√(n + 1). This is only an upper bound: for |v| = |w| ≠ 0 the level nearest zero falls off faster, as 1/n.

For divide-and-conquer electronic structure, the result shows in this non-interacting chain, with bare fragments and no buffer or capping, that for |v| ≠ |w| the placement of the cuts decides whether the fragments keep a common gap around zero. In a calculation this can be seen by diagonalising fragments of increasing length and recording the smallest |e|. When the Fermi level is at zero, a level close to it makes the fragment's occupations sensitive to small shifts of the chemical potential, and a polynomial that approximates the zero-temperature occupation step to a fixed accuracy, everywhere outside the gap in a fixed energy range, needs a higher order as the gap shrinks.

```lean
/-- Open SSH fragments of all lengths share a common gap around zero energy if and only if
the cut bonds are the weak ones, `|w| < |v|`. -/
theorem uniform_gap_iff (v w : ℝ) :
    (∃ g > 0, ∀ (n : ℕ) (e : ℝ), IsLevel (sshH (n + 1) v w) e → g ≤ |e|) ↔ |w| < |v| := by
  constructor
  · rintro ⟨g, hg, h⟩
    by_contra hlt
    have hvw : |v| ≤ |w| := not_lt.mp hlt
    rcases eq_or_ne w 0 with hw | hw
    · -- without any hopping, zero is a level
      have hv : v = 0 := by simpa [hw] using hvw
      have h0 := h 0 0 ⟨fun _ => 1, fun h' => by simpa using congrFun h' (Sum.inl 0), by
        ext (i | i)
        · rw [sshH_apply_A]; simp [hv]
        · rw [sshH_apply_B]; simp [hv]⟩
      rw [abs_zero] at h0
      linarith
    · have hr : |v / w| ≤ 1 := by
        rw [abs_div]
        exact div_le_one_of_le₀ hvw (abs_nonneg _)
      -- the trial state weighs at least as much in every cell as in the last
      have key : ∀ n : ℕ, g ^ 2 * (((n : ℝ) + 1) * ((v / w) ^ n) ^ 2) ≤
          (v * (v / w) ^ n) ^ 2 := by
        intro n
        obtain ⟨e, he, hb⟩ := exists_edge_level n v w hw
        have hge : g ^ 2 ≤ e ^ 2 := by
          rw [← sq_abs e]
          exact pow_le_pow_left₀ hg.le (h n e he) 2
        have hS : ((n : ℝ) + 1) * ((v / w) ^ n) ^ 2 ≤
            ∑ k ∈ Finset.range (n + 1), ((v / w) ^ k) ^ 2 := by
          calc ((n : ℝ) + 1) * ((v / w) ^ n) ^ 2
              = ∑ _k ∈ Finset.range (n + 1), ((v / w) ^ n) ^ 2 := by simp
            _ ≤ _ := Finset.sum_le_sum fun k hk => sq_le_sq.mpr (by
                rw [abs_pow, abs_pow]
                exact pow_le_pow_of_le_one (abs_nonneg _) hr
                  (Nat.lt_succ_iff.mp (Finset.mem_range.mp hk)))
        exact le_trans (mul_le_mul hge hS (by positivity) (sq_nonneg e)) hb
      have hg2 : 0 < g ^ 2 := pow_pos hg 2
      have hv : v ≠ 0 := by
        intro hv
        have h0 := key 0
        rw [hv] at h0
        norm_num at h0
        nlinarith
      obtain ⟨n, hn⟩ := exists_nat_gt (v ^ 2 / g ^ 2)
      rw [div_lt_iff₀ hg2] at hn
      have hR : 0 < ((v / w) ^ n) ^ 2 := by positivity
      have hk : (g ^ 2 * ((n : ℝ) + 1)) * ((v / w) ^ n) ^ 2 ≤ v ^ 2 * ((v / w) ^ n) ^ 2 := by
        rw [← mul_pow, mul_assoc]
        exact key n
      have hfin := le_of_mul_le_mul_right hk hR
      linarith
  · intro h
    exact ⟨|v| - |w|, sub_pos.mpr h, fun n e he => gap_le_abs_level he⟩

end

end SSHFragment
```

```lean
#print axioms SSHFragment.exists_level_le_exponential
-- 'SSHFragment.exists_level_le_exponential' depends on axioms: [propext, Classical.choice, Quot.sound]
#print axioms SSHFragment.uniform_gap_iff
-- 'SSHFragment.uniform_gap_iff' depends on axioms: [propext, Classical.choice, Quot.sound]
```
